# Exponential growth of the weight variance under repeated biased scattering choices

A Monte Carlo simulation of carrier transport may draw rare scattering processes more often than they occur and correct for this with a statistical weight. The expected weight is one after any number of events, so it does not show how far the weights of individual histories spread apart. The average over a finite number of histories fluctuates about one, and the fluctuations grow with that spread. A number of histories that suffices for a few scattering events can then be far too small for many. The variance of the weight shows how fast this happens.

## Mean and variance of the weight

Let $i$ label a finite set of scattering channels. The physical probabilities are $p_i$, the sampling probabilities are $q_i>0$, and each set sums to one. A history of $n$ independent choices is $x=(x_0,\dots,x_{n-1})$. It is drawn with probability $\prod_k q_{x_k}$ and carries the weight
$$W(x)=\prod_{k=0}^{n-1}\frac{p_{x_k}}{q_{x_k}}.$$

The claim is that $W$ has mean 1 and variance $S^n-1$, where $S=\sum_i p_i^2/q_i$. If $p=q$, the variance is zero for all $n$. If $p\neq q$, then $S>1$ and the variance grows as $S^n$.

For any function $f$ of the channel, multiplying out the $n$-th power gives
$$\sum_x\prod_k f(x_k)=\Big(\sum_i f(i)\Big)^n.$$
In the mean weight, the sampling probabilities cancel:
$$\langle W\rangle=\sum_x\prod_k q_{x_k}\frac{p_{x_k}}{q_{x_k}}=\Big(\sum_i p_i\Big)^n=1.$$
In the second moment, one factor $q$ survives in each denominator:
$$\langle W^2\rangle=\sum_x\prod_k \frac{p_{x_k}^2}{q_{x_k}}=S^n.$$
Hence
$$\langle (W-1)^2\rangle=\langle W^2\rangle-2\langle W\rangle+1=S^n-1.$$

To compare $S$ with one, expand a square:
$$\sum_i\frac{(p_i-q_i)^2}{q_i}=\sum_i\Big(\frac{p_i^2}{q_i}-2p_i+q_i\Big)=S-2+1=S-1.$$
The left side is zero if $p=q$ and positive otherwise. In the second case the variance divided by $S^n$ is $1-S^{-n}$, which tends to 1.

## Two equally likely channels, sampled unequally

Take $p=(1/2,1/2)$ and $q=(1/4,3/4)$. A single event gives weight 2 with probability $1/4$ and weight $2/3$ with probability $3/4$. The mean is $1/2+1/2=1$, and the variance is $\tfrac14\cdot1+\tfrac34\cdot\tfrac19=\tfrac13$. This agrees with $S=1+\tfrac13=\tfrac43$. After ten events the variance is $(4/3)^{10}-1\approx16.8$, so a standard error of 0.01 in the average weight takes about 168,000 independent histories.

## Biased channel selection in a carrier simulation

At the end of a free flight, the program selects a scattering channel $i$ with probability $q_i$ and multiplies the carrier's weight by $p_i/q_i$. When it records a velocity or an energy, it adds the value times the current weight. The result gives the variance of these weights after a fixed number $n$ of events, when $p$ and $q$ are the same at every event. At a fixed time, the number of events generally differs from one carrier to another, and the formula does not apply directly. In a real semiconductor the channel probabilities depend on the carrier's energy, which changes from one event to the next, and the theorems do not treat that dependence. The only variance they give is that of $W$; the variance of a weighted observable depends on the observable too.

## Histories and weights as finite sums

The channels form a finite type `ι`, and `p` and `q` are real functions on it.

In Lean 4 with Mathlib:

```lean
import Mathlib

open Filter Topology

namespace ScatteringWeights

noncomputable section

variable {ι : Type*} [Fintype ι]
```

A history is a function `Fin n → ι`, with events numbered from 0 to $n-1$. The independence of the choices is expressed by the product of probabilities in `pathMean`, which is a true mean once `q` is non-negative and sums to one.

```lean
/-- The mean of an observable `F` over histories of `n` independent scattering choices,
each drawn with probabilities `q`. -/
def pathMean (q : ι → ℝ) {n : ℕ} (F : (Fin n → ι) → ℝ) : ℝ :=
  ∑ x, (∏ k, q (x k)) * F x

/-- The statistical weight of a history: the product of the ratios `p / q` over its
scattering events, for `q` without zeros. -/
def pathWeight (p q : ι → ℝ) {n : ℕ} (x : Fin n → ι) : ℝ :=
  ∏ k, p (x k) / q (x k)
```

The variance is defined as the mean squared deviation from the mean, so the closed formula remains to be proved.

```lean
/-- The variance of the weight after `n` scattering events sampled from `q`,
for `q` without zeros. -/
def weightVariance (p q : ι → ℝ) (n : ℕ) : ℝ :=
  pathMean q (fun x : Fin n → ι =>
    (pathWeight p q x - pathMean q (fun y : Fin n → ι => pathWeight p q y)) ^ 2)
```

The quantity $S$ is called `growthFactor`, although it equals one when the two distributions agree.

```lean
/-- The sum of `p i ^ 2 / q i` over the scattering channels, for `q` without zeros. -/
def growthFactor (p q : ι → ℝ) : ℝ := ∑ i, p i ^ 2 / q i
```

## The moments of the weight

The first theorem is more general than the calculation of $\langle W\rangle$: the weighted mean of any observable $F$ under `q` is its mean under `p`. The proof compares the sums history by history and cancels $q$ at each event. Positivity of `q` matters here: a channel with $q_i=0$ but $p_i>0$ would never be drawn, and its contribution would be lost.

```lean
/-- Reweighting: if `q` is positive, the weighted mean of any history observable under `q`
is its mean under `p`. -/
theorem pathMean_weight_mul (p q : ι → ℝ) (hq : ∀ i, 0 < q i) {n : ℕ}
    (F : (Fin n → ι) → ℝ) :
    pathMean q (fun x => pathWeight p q x * F x) = pathMean p F := by
  simp only [pathMean, pathWeight]
  refine Finset.sum_congr rfl fun x _ => ?_
  -- the sampling probability cancels event by event
  rw [← mul_assoc, ← Finset.prod_mul_distrib]
  congr 1
  refine Finset.prod_congr rfl fun k _ => ?_
  have h := (hq (x k)).ne'
  field_simp
```

The total probability of all histories is one, by the power identity `Fintype.sum_pow`.

```lean
/-- If the channel probabilities sum to one, so do the probabilities of all histories. -/
theorem pathMean_one (q : ι → ℝ) (hq1 : ∑ i, q i = 1) (n : ℕ) :
    pathMean q (fun _ : Fin n → ι => 1) = 1 := by
  simp only [pathMean, mul_one]
  rw [← Fintype.sum_pow, hq1, one_pow]
```

Setting $F=1$ in the reweighting theorem then gives the mean weight. No sign condition on `p` is used here or later; probability vectors are the physical case.

```lean
/-- The mean weight is one when `q` is positive and `p` sums to one. -/
theorem pathMean_weight (p q : ι → ℝ) (hq : ∀ i, 0 < q i) (hp1 : ∑ i, p i = 1) (n : ℕ) :
    pathMean q (fun x : Fin n → ι => pathWeight p q x) = 1 := by
  have h := pathMean_weight_mul p q hq (fun _ : Fin n → ι => 1)
  rw [pathMean_one p hp1 n] at h
  simpa only [mul_one] using h
```

For the second moment, `Fintype.sum_pow` turns $S^n$ into a sum over histories, and the factors are matched event by event.

```lean
/-- For positive `q`, the second moment of the weight is the `n`-th power of the
growth factor. -/
theorem pathMean_weight_sq (p q : ι → ℝ) (hq : ∀ i, 0 < q i) (n : ℕ) :
    pathMean q (fun x : Fin n → ι => pathWeight p q x ^ 2) = growthFactor p q ^ n := by
  simp only [pathMean, pathWeight, growthFactor]
  rw [Fintype.sum_pow]
  refine Finset.sum_congr rfl fun x _ => ?_
  rw [← Finset.prod_pow, ← Finset.prod_mul_distrib]
  refine Finset.prod_congr rfl fun k _ => ?_
  have h := (hq (x k)).ne'
  field_simp
```

The step `expand` multiplies out $(W-1)^2$ under the mean. Inserting the three known means gives $S^n-1$.

```lean
/-- The weight variance after `n` events is the `n`-th power of the growth factor minus one,
for positive `q` and for `p` and `q` that each sum to one. -/
theorem weightVariance_eq (p q : ι → ℝ) (hq : ∀ i, 0 < q i)
    (hp1 : ∑ i, p i = 1) (hq1 : ∑ i, q i = 1) (n : ℕ) :
    weightVariance p q n = growthFactor p q ^ n - 1 := by
  -- expand the square under the mean
  have expand : pathMean q (fun x : Fin n → ι => (pathWeight p q x - 1) ^ 2)
      = pathMean q (fun x : Fin n → ι => pathWeight p q x ^ 2)
        - 2 * pathMean q (fun x : Fin n → ι => pathWeight p q x)
        + pathMean q (fun _ : Fin n → ι => 1) := by
    simp only [pathMean, Finset.mul_sum, ← Finset.sum_sub_distrib,
      ← Finset.sum_add_distrib]
    refine Finset.sum_congr rfl fun x _ => ?_
    ring
  unfold weightVariance
  rw [pathMean_weight p q hq hp1 n, expand, pathMean_weight_sq p q hq n,
    pathMean_weight p q hq hp1 n, pathMean_one q hq1 n]
  ring
```

## Matched and mismatched probabilities

The next theorem is the identity for $S-1$, proved by the same termwise expansion as above.

```lean
/-- The excess of the growth factor over one is the sum of `(p i - q i) ^ 2 / q i`,
for positive `q` and for `p` and `q` that each sum to one. -/
theorem growthFactor_sub_one (p q : ι → ℝ) (hq : ∀ i, 0 < q i)
    (hp1 : ∑ i, p i = 1) (hq1 : ∑ i, q i = 1) :
    growthFactor p q - 1 = ∑ i, (p i - q i) ^ 2 / q i := by
  have h : ∑ i, (p i - q i) ^ 2 / q i = ∑ i, (p i ^ 2 / q i - 2 * p i + q i) := by
    refine Finset.sum_congr rfl fun i _ => ?_
    have hi := (hq i).ne'
    field_simp
    ring
  rw [h, Finset.sum_add_distrib, Finset.sum_sub_distrib, ← Finset.mul_sum, hp1, hq1]
  unfold growthFactor
  ring
```

If `p ≠ q`, some channel has $p_i\neq q_i$. Its term is positive and the others are non-negative, so $S>1$.

```lean
/-- The growth factor exceeds one when `p` and `q` differ, `q` is positive, and both
sum to one. -/
theorem one_lt_growthFactor (p q : ι → ℝ) (hq : ∀ i, 0 < q i)
    (hp1 : ∑ i, p i = 1) (hq1 : ∑ i, q i = 1) (hpq : p ≠ q) :
    1 < growthFactor p q := by
  obtain ⟨i, hi⟩ := Function.ne_iff.mp hpq
  have hsq : 0 < (p i - q i) ^ 2 :=
    lt_of_le_of_ne (sq_nonneg _) (Ne.symm (pow_ne_zero 2 (sub_ne_zero.mpr hi)))
  -- one mismatched channel makes the sum of squares positive
  have hpos : 0 < ∑ j, (p j - q j) ^ 2 / q j :=
    Finset.sum_pos' (fun j _ => div_nonneg (sq_nonneg _) (hq j).le)
      ⟨i, Finset.mem_univ i, div_pos hsq (hq i)⟩
  have h := growthFactor_sub_one p q hq hp1 hq1
  linarith
```

The main theorem has four parts: the mean, the variance, the case `p = q`, and the case `p ≠ q`. Exponential growth is stated in the last part as $S>1$ together with a ratio of variance to $S^n$ that tends to 1. The proof writes this ratio as $1-(S^{-1})^n$ and uses the decay of the geometric sequence.

```lean
/-- Let `q` be positive and let `p` and `q` each sum to one. The weight has mean one and
variance `S ^ n - 1`, with `S` the growth factor; the variance vanishes for all `n` if
`p = q`, and otherwise `S > 1` and the variance is asymptotic to `S ^ n`. -/
theorem weight_statistics (p q : ι → ℝ) (hq : ∀ i, 0 < q i)
    (hp1 : ∑ i, p i = 1) (hq1 : ∑ i, q i = 1) :
    (∀ n : ℕ, pathMean q (fun x : Fin n → ι => pathWeight p q x) = 1) ∧
    (∀ n : ℕ, weightVariance p q n = growthFactor p q ^ n - 1) ∧
    (p = q → ∀ n : ℕ, weightVariance p q n = 0) ∧
    (p ≠ q → 1 < growthFactor p q ∧
      Tendsto (fun n : ℕ => weightVariance p q n / growthFactor p q ^ n) atTop (𝓝 1)) := by
  refine ⟨pathMean_weight p q hq hp1, weightVariance_eq p q hq hp1 hq1, ?_, ?_⟩
  · intro h n
    have hS : growthFactor p q = 1 := by
      have h0 : ∑ i, (p i - q i) ^ 2 / q i = 0 :=
        Finset.sum_eq_zero fun i _ => by rw [h]; simp
      have h1 := growthFactor_sub_one p q hq hp1 hq1
      linarith
    rw [weightVariance_eq p q hq hp1 hq1, hS, one_pow, sub_self]
  · intro h
    have hS := one_lt_growthFactor p q hq hp1 hq1 h
    have hpos : 0 < growthFactor p q := by linarith
    refine ⟨hS, ?_⟩
    -- the ratio is one minus a decaying geometric sequence
    have hlim := (tendsto_pow_atTop_nhds_zero_of_lt_one (inv_nonneg.mpr hpos.le)
      (inv_lt_one_of_one_lt₀ hS)).const_sub (1 : ℝ)
    rw [sub_zero] at hlim
    refine hlim.congr fun n => ?_
    rw [weightVariance_eq p q hq hp1 hq1, sub_div,
      div_self (pow_ne_zero n hpos.ne'), inv_pow, one_div]
```

Conversely, zero variance at a single $n\geq1$ forces `p = q`, since otherwise $S^n>1$. The condition `hn` excludes $n=0$, where the weight is the empty product 1 for every `p` and `q`.

```lean
/-- For positive `q`, with `p` and `q` each summing to one, the weight variance after a
given nonzero number of events vanishes exactly when `p = q`. -/
theorem weightVariance_eq_zero_iff (p q : ι → ℝ) (hq : ∀ i, 0 < q i)
    (hp1 : ∑ i, p i = 1) (hq1 : ∑ i, q i = 1) {n : ℕ} (hn : n ≠ 0) :
    weightVariance p q n = 0 ↔ p = q := by
  refine ⟨fun h => ?_, fun h => (weight_statistics p q hq hp1 hq1).2.2.1 h n⟩
  by_contra hpq
  have h1 := one_lt_pow₀ (one_lt_growthFactor p q hq hp1 hq1 hpq) hn
  rw [weightVariance_eq p q hq hp1 hq1] at h
  linarith
```

The last theorem is the two-channel example for every $n$. Its proof computes $S=4/3$, checks the hypotheses and applies the variance formula.

```lean
/-- Two equally likely channels sampled with probabilities 1/4 and 3/4 give the weight
variance `(4/3) ^ n - 1` after `n` events. -/
theorem weightVariance_two_channels (n : ℕ) :
    weightVariance (![1 / 2, 1 / 2] : Fin 2 → ℝ) ![1 / 4, 3 / 4] n = (4 / 3) ^ n - 1 := by
  have hS : growthFactor (![1 / 2, 1 / 2] : Fin 2 → ℝ) ![1 / 4, 3 / 4] = 4 / 3 := by
    norm_num [growthFactor, Fin.sum_univ_two]
  have hq : ∀ i, 0 < (![1 / 4, 3 / 4] : Fin 2 → ℝ) i := by
    intro i
    fin_cases i <;> norm_num
  rw [weightVariance_eq _ _ hq (by norm_num [Fin.sum_univ_two])
    (by norm_num [Fin.sum_univ_two]), hS]

end

end ScatteringWeights
```

```lean
#print axioms ScatteringWeights.weightVariance_eq
-- 'ScatteringWeights.weightVariance_eq' depends on axioms: [propext, Classical.choice, Quot.sound]
#print axioms ScatteringWeights.weightVariance_eq_zero_iff
-- 'ScatteringWeights.weightVariance_eq_zero_iff' depends on axioms: [propext, Classical.choice, Quot.sound]
#print axioms ScatteringWeights.weightVariance_two_channels
-- 'ScatteringWeights.weightVariance_two_channels' depends on axioms: [propext, Classical.choice, Quot.sound]
```
